# The chain rule for semiclassical powers of the local Fermi energy in the allowed region

Let φ be a real function on a line, with μ − φ as the local Fermi energy, and let the semiclassical power of real order s be u_s(w) = w^s/Γ(s+1), where 1/Γ counts as zero at the poles of Γ. The failing declaration, `hasDerivAt_u_comp`, says that if φ has derivative φ′ at t and φ(t) < μ, then u_s(μ − φ) has derivative −u_{s−1}(μ − φ(t)) φ′ there. Only the point t need lie in the allowed region, and φ need be differentiable only there. The attempt composes the derivative of u_s, proved just before, with that of μ − φ, in a single term.

Lean 4 with Mathlib refuses this proof:

```lean
import Mathlib

noncomputable section

namespace SemiclassicalGradientExpansion

/-- The semiclassical power `w^s / Γ(s+1)` of the local Fermi energy `w > 0`;
at the poles of `Γ` the factor `1/Γ` is zero. -/
def u (s w : ℝ) : ℝ := w ^ s / Real.Gamma (s + 1)

/-- Multiplying the semiclassical power of order `s - 1` by the local Fermi energy `w > 0` gives `s`
times the power of order `s`. -/
theorem mul_u (s : ℝ) {w : ℝ} (hw : 0 < w) : w * u (s - 1) w = s * u s w := by
  have hp : w * w ^ (s - 1) = w ^ s := by
    rw [Real.rpow_sub_one hw.ne']
    field_simp
  unfold u
  rw [sub_add_cancel]
  by_cases hs : s = 0
  · subst hs
    simp [Real.Gamma_zero]
  · rw [Real.Gamma_add_one hs, ← mul_div_assoc, hp, ← mul_div_assoc, mul_div_mul_left _ _ hs]

/-- Differentiating in the local Fermi energy lowers the order of a semiclassical power by one. -/
theorem hasDerivAt_u (s : ℝ) {w : ℝ} (hw : 0 < w) : HasDerivAt (u s) (u (s - 1) w) w := by
  have hp : w * w ^ (s - 1) = w ^ s := by
    rw [Real.rpow_sub_one hw.ne']
    field_simp
  have h := (Real.hasDerivAt_rpow_const (p := s) (Or.inl hw.ne')).div_const (Real.Gamma (s + 1))
  have e : s * w ^ (s - 1) / Real.Gamma (s + 1) = u (s - 1) w := by
    apply mul_left_cancel₀ hw.ne'
    rw [mul_u s hw]
    unfold u
    rw [← hp]
    ring
  rw [← e]
  exact h

/-- Chain rule for a semiclassical power along a line in the allowed region. -/
theorem hasDerivAt_u_comp (s : ℝ) {μ t φ' : ℝ} {φ : ℝ → ℝ} (ht : φ t < μ)
    (h : HasDerivAt φ φ' t) :
    HasDerivAt (fun r => u s (μ - φ r)) (u (s - 1) (μ - φ t) * (-φ')) t :=
  (hasDerivAt_u s (sub_pos.2 ht)).comp t (h.const_sub μ)

end SemiclassicalGradientExpansion
```

Lean reports:

```
Main.lean:43:2: error: Type mismatch
  HasDerivAt.comp t ?m.56 (HasDerivAt.const_sub μ h)
has type
  HasDerivAt (?m.53 ∘ fun x => μ - φ x) (?m.55 * -φ') t
but is expected to have type
  HasDerivAt (fun r => u s (μ - φ r)) (u (s - 1) (μ - φ t) * -φ') t
```

The message reports a type mismatch, though the chain rule is the right one. When Lean compared the result of `HasDerivAt.comp` with the goal, the first argument was still the placeholder `?m.56`. The outer function `?m.53` and its derivative `?m.55` were therefore unknown too. Lean had to match `?m.53 ∘ fun x => μ - φ x` with `fun r => u s (μ - φ r)`, and the derivatives likewise, and this failed.

The repair proves the outer derivative first, as `h1`, with a stated type that fixes the function as `u s` and its derivative as `u (s - 1) (μ - φ t)`. It also writes the point as `(fun r => μ - φ r) t`, the inner function applied to `t`, which is the form `HasDerivAt.comp` asks for. `h2` is then built without the goal as its expected type, so the composition is settled before the comparison. At `exact h2` nothing is left to guess: the two functions agree once `∘` is unfolded.

Fix (accepted with no message):

```diff
@@ -41,5 +41,9 @@
     (h : HasDerivAt φ φ' t) :
     HasDerivAt (fun r => u s (μ - φ r)) (u (s - 1) (μ - φ t) * (-φ')) t :=
-  (hasDerivAt_u s (sub_pos.2 ht)).comp t (h.const_sub μ)
+  by
+  have h1 : HasDerivAt (u s) (u (s - 1) (μ - φ t)) ((fun r => μ - φ r) t) :=
+    hasDerivAt_u s (sub_pos.2 ht)
+  have h2 := HasDerivAt.comp t h1 (h.const_sub μ)
+  exact h2
 
 end SemiclassicalGradientExpansion
```
